# An irrational modulation vector fixes the superspace matrix of each compatible operation

A crystal with a single incommensurate modulation vector diffracts into main reflections at reciprocal-lattice vectors $h$ and satellites at $h+kq$, where $q$ is the modulation vector and $k$ an integer. A point operation of the basic lattice can be a symmetry of this pattern if it takes $q$ to $q$ or $-q$, up to a reciprocal-lattice vector. Write the operation as an integer matrix $R$ in a primitive lattice basis and $q$ as a column of real components in the dual reciprocal basis, so that $q^T$ is the row on which $R$ acts from the right. The condition is then

$$q^T R = e\,q^T + m^T,\qquad e=\pm1,\quad m \text{ integer}.$$

The superspace description extends $R$ to the block matrix

$$\hat R=\begin{pmatrix}R&0\\ m^T&e\end{pmatrix}.$$

For a given $q$, does $R$ determine $\hat R$, and does the extension respect products? Both hold if some component of $q$ is irrational.

## Compatibility: satellites go to satellites of the same order, up to sign

In Lean 4 with Mathlib:

```lean
import Mathlib

open Matrix

namespace SuperspaceOperators

variable {n : Type*} [Fintype n]
```

The finite type `n` labels the lattice directions, three for a crystal. The relation is stated component by component, with the integers cast to real numbers.

```lean
/-- The integer matrix `R` maps the modulation vector `q` to `e q` plus the integer
reciprocal-lattice vector `m`, with a sign `e = 1` or `e = -1`. -/
def IsCompatible (q : n → ℝ) (R : Matrix n n ℤ) (e : ℤ) (m : n → ℤ) : Prop :=
  (e = 1 ∨ e = -1) ∧ ∀ j, ∑ i, q i * (R i j : ℝ) = (e : ℝ) * q j + (m j : ℝ)

/-- The superspace matrix with blocks `R`, `0` in the upper row and `m`, `e` in the lower row. -/
def superMatrix (R : Matrix n n ℤ) (e : ℤ) (m : n → ℤ) :
    Matrix (n ⊕ Unit) (n ⊕ Unit) ℤ :=
  Matrix.fromBlocks R 0 (Matrix.of fun _ j => m j) (Matrix.of fun _ _ => e)
```

The index type `n ⊕ Unit` adds one superspace direction to those of `n`.

Each part of the condition has its own role:

- **The relation itself** keeps the image of $q$ within the satellites of a single modulation vector. For $q=(\sqrt2,0)$, exchanging the axes gives $(0,\sqrt2)$, which is not $\pm q$ plus an integer vector. No pair $(e,m)$ exists, and a description with one extra dimension does not accommodate the operation.
- **Integer $m$** means a shift by a reciprocal-lattice vector. If $m$ could be real, both signs would always be possible, with $m^T=q^TR\mp q^T$.
- **The sign condition** preserves the satellite order up to sign. Without it, the scaling $R=2$ of $q=\sqrt2$ would be admitted with $e=2$.

The matrix $R$ is not required to be invertible or to preserve lengths. Crystallographic point operations are therefore special cases. Translations, and structures with several modulation vectors, are not treated.

## Irrationality: one sign and one integer vector

Suppose that $(e,m)$ and $(e',m')$ both belong to $R$. Equating the two right-hand sides gives, for every $j$,

$$(e-e')\,q_j=m'_j-m_j .$$

Choose $j$ with $q_j$ irrational. If $e\ne e'$, then $q_j=(m'_j-m_j)/(e-e')$ would be rational, a contradiction. Hence $e=e'$, and the same equation gives $m_j=m'_j$ for all $j$. One irrational component is enough; the others may be rational.

```lean
/-- If some component of `q` is irrational, the sign `e` and the integer vector `m`
belonging to `R` are unique. -/
theorem IsCompatible.unique {q : n → ℝ} (hq : ∃ j, Irrational (q j))
    {R : Matrix n n ℤ} {e e' : ℤ} {m m' : n → ℤ}
    (h : IsCompatible q R e m) (h' : IsCompatible q R e' m') : e = e' ∧ m = m' := by
  have hrel : ∀ j, (e : ℝ) * q j + (m j : ℝ) = (e' : ℝ) * q j + (m' j : ℝ) :=
    fun j => (h.2 j).symm.trans (h'.2 j)
  have he : e = e' := by
    obtain ⟨j, hj⟩ := hq
    by_contra hne
    have hne' : (e : ℝ) - (e' : ℝ) ≠ 0 := by
      intro h0
      apply hne
      exact_mod_cast sub_eq_zero.mp h0
    -- different signs would make this component a ratio of integers
    apply hj
    refine ⟨((m' j : ℚ) - (m j : ℚ)) / ((e : ℚ) - (e' : ℚ)), ?_⟩
    push_cast
    rw [div_eq_iff hne']
    linear_combination (-1 : ℝ) * hrel j
  refine ⟨he, ?_⟩
  subst he
  funext j
  have hm : (m j : ℝ) = (m' j : ℝ) := by linarith [hrel j]
  exact_mod_cast hm
```

In the proof, `hrel` equates the right-hand sides, and the `refine` after `apply hj` supplies the forbidden fraction. Only the integrality of $e$ and $e'$ is used, not their restriction to $\pm1$.

## Compatibility of both factors: products

The identity has $e=1$ and $m=0$. If $R$ has $(e,m)$ and $S$ has $(e',m')$, then

$$\begin{aligned}
q^TRS&=(e\,q^T+m^T)S\\
&=e(e'q^T+m'^T)+m^TS\\
&=ee'\,q^T+(m^TS+e\,m'^T).
\end{aligned}$$

The new sign is again $\pm1$ and the new vector is again integer.

```lean
/-- The identity operation leaves `q` unchanged, with sign `1` and integer vector `0`. -/
theorem isCompatible_one [DecidableEq n] (q : n → ℝ) : IsCompatible q 1 1 0 := by
  refine ⟨Or.inl rfl, fun j => ?_⟩
  simp [Matrix.one_apply]

/-- For a product of two compatible operations the signs multiply, and the integer vector
is `m S + e m'`. -/
theorem IsCompatible.mul {q : n → ℝ} {R S : Matrix n n ℤ} {e e' : ℤ} {m m' : n → ℤ}
    (h : IsCompatible q R e m) (h' : IsCompatible q S e' m') :
    IsCompatible q (R * S) (e * e') (fun j => ∑ i, m i * S i j + e * m' j) := by
  refine ⟨?_, fun j => ?_⟩
  · rcases h.1 with h1 | h1 <;> rcases h'.1 with h2 | h2 <;> simp [h1, h2]
  · -- let R act on q first, then S
    have h1 : ∑ i, q i * ((R * S) i j : ℝ)
        = ∑ k, (∑ i, q i * (R i k : ℝ)) * (S k j : ℝ) := by
      simp only [Matrix.mul_apply, Int.cast_sum, Int.cast_mul, Finset.mul_sum,
        Finset.sum_mul]
      rw [Finset.sum_comm]
      refine Finset.sum_congr rfl fun k _ => Finset.sum_congr rfl fun i _ => ?_
      ring
    have h2 : ∑ k, (∑ i, q i * (R i k : ℝ)) * (S k j : ℝ)
        = (e : ℝ) * ∑ k, q k * (S k j : ℝ) + ∑ k, (m k : ℝ) * (S k j : ℝ) := by
      rw [Finset.mul_sum, ← Finset.sum_add_distrib]
      refine Finset.sum_congr rfl fun k _ => ?_
      rw [h.2 k]
      ring
    rw [h1, h2, h'.2 j]
    push_cast
    ring
```

Here `h1` regroups the double sum so that $R$ acts on $q$ first, and `h2` inserts the relation for $R$. The final rewrite inserts the relation for $S$.

Block multiplication produces the same sign and vector:

$$\begin{pmatrix}R&0\\m^T&e\end{pmatrix}\begin{pmatrix}S&0\\m'^T&e'\end{pmatrix}=\begin{pmatrix}RS&0\\m^TS+e\,m'^T&ee'\end{pmatrix}.$$

```lean
/-- The product of two superspace matrices is again a superspace matrix, with sign `e e'`
and integer vector `m S + e m'`. -/
theorem superMatrix_mul (R S : Matrix n n ℤ) (e e' : ℤ) (m m' : n → ℤ) :
    superMatrix R e m * superMatrix S e' m' =
      superMatrix (R * S) (e * e') (fun j => ∑ i, m i * S i j + e * m' j) := by
  ext (i | i) (j | j) <;>
    simp [superMatrix, Matrix.mul_apply, Fintype.sum_sum_type]
```

Neither product rule needs an irrational component. The compatible matrices form a monoid for every real $q$.

```lean
/-- The integer matrices that map `q` to `q` or `-q` up to an integer vector,
as a monoid under multiplication. -/
def compatibleMonoid [DecidableEq n] (q : n → ℝ) : Submonoid (Matrix n n ℤ) where
  carrier := {R | ∃ e m, IsCompatible q R e m}
  one_mem' := ⟨1, 0, isCompatible_one q⟩
  mul_mem' := by
    rintro R S ⟨e, m, h⟩ ⟨e', m', h'⟩
    exact ⟨_, _, h.mul h'⟩
```

Irrationality returns when the assignment $R\mapsto\hat R$ is to be a function. The next theorem says that exactly one product-preserving map $\varphi$ sends each compatible $R$ to the block matrix built from any pair $(e,m)$ that satisfies the relation.

```lean
/-- If some component of `q` is irrational, exactly one product-preserving map sends every
compatible `R` to the superspace matrix built from `R` and its `e` and `m`. -/
theorem existsUnique_superspace_representation [DecidableEq n] (q : n → ℝ)
    (hq : ∃ j, Irrational (q j)) :
    ∃! φ : compatibleMonoid q →* Matrix (n ⊕ Unit) (n ⊕ Unit) ℤ,
      ∀ (R : compatibleMonoid q) (e : ℤ) (m : n → ℤ),
        IsCompatible q R.1 e m → φ R = superMatrix R.1 e m := by
  have hex : ∀ R : compatibleMonoid q, ∃ e m, IsCompatible q R.1 e m := fun R => R.2
  choose e m hem using hex
  -- by uniqueness the chosen e and m agree with any others
  have key : ∀ (R : compatibleMonoid q) (e' : ℤ) (m' : n → ℤ), IsCompatible q R.1 e' m' →
      superMatrix R.1 (e R) (m R) = superMatrix R.1 e' m' := by
    intro R e' m' h
    obtain ⟨h1, h2⟩ := (hem R).unique hq h
    rw [h1, h2]
  have hone : superMatrix (1 : Matrix n n ℤ) 1 0 = 1 := by
    ext (i | i) (j | j) <;> simp [superMatrix, Matrix.one_apply]
  refine ⟨{ toFun := fun R => superMatrix R.1 (e R) (m R)
            map_one' := (key 1 1 0 (isCompatible_one q)).trans hone
            map_mul' := fun R S => (key (R * S) _ _ ((hem R).mul (hem S))).trans
              (superMatrix_mul _ _ _ _ _ _).symm }, fun R e' m' h => key R e' m' h, ?_⟩
  intro ψ hψ
  exact MonoidHom.ext fun R => hψ R _ _ (hem R)
```

The proof picks a pair for each $R$ with `choose`. The step `key` uses uniqueness to show that any other valid pair gives the same block matrix, and the product rules then make the map a homomorphism. A second such map must agree with it on every $R$.

## The invariant row and the determinant

Multiplying the row $(q^T,-1)$ by $\hat R$ gives $(q^TR-m^T,\,-e)$. This equals $e(q^T,-1)$ exactly when $q^TR=e\,q^T+m^T$. For superspace coordinates $(x,x_4)$, it means that the phase offset $x_4-q^Tx$ is multiplied by $e$.

```lean
/-- The relation `q R = e q + m` holds exactly when the row `(q, -1)` is multiplied by `e`
under the superspace matrix acting from the right. -/
theorem vecMul_superMatrix_iff (q : n → ℝ) (R : Matrix n n ℤ) (e : ℤ) (m : n → ℤ) :
    Sum.elim q (fun _ : Unit => (-1 : ℝ)) ᵥ* (superMatrix R e m).map (fun z : ℤ => (z : ℝ))
        = (e : ℝ) • Sum.elim q (fun _ : Unit => (-1 : ℝ)) ↔
      ∀ j, ∑ i, q i * (R i j : ℝ) = (e : ℝ) * q j + (m j : ℝ) := by
  constructor
  · intro h j
    have hj := congrFun h (Sum.inl j)
    simp [superMatrix, Matrix.vecMul, dotProduct, Fintype.sum_sum_type] at hj
    linarith
  · intro h
    ext (j | j)
    · simp [superMatrix, Matrix.vecMul, dotProduct, Fintype.sum_sum_type]
      linarith [h j]
    · simp [superMatrix, Matrix.vecMul, dotProduct, Fintype.sum_sum_type]
```

The zero block makes $\hat R$ block triangular, so $\det\hat R=e\det R$.

```lean
/-- The determinant of the superspace matrix is the determinant of `R` times `e`. -/
theorem det_superMatrix [DecidableEq n] (R : Matrix n n ℤ) (e : ℤ) (m : n → ℤ) :
    (superMatrix R e m).det = R.det * e := by
  rw [superMatrix, Matrix.det_fromBlocks_zero₁₂]
  simp
```

## A mirror worked by hand, and the ambiguity at $q=1/2$

Take $q=(1/2,0,\sqrt2)$ and the mirror $R=\mathrm{diag}(-1,1,1)$. Then

$$q^TR=(-\tfrac12,0,\sqrt2)=q^T+(-1,0,0),$$

so $e=1$, $m=(-1,0,0)$ and

$$\hat R=\begin{pmatrix}-1&0&0&0\\0&1&0&0\\0&0&1&0\\-1&0&0&1\end{pmatrix}.$$

Its determinant is $-1$. The vector belonging to $R^2$ is $m^TR+m^T=(1,0,0)+(-1,0,0)=0$, so $\hat R^2=1$, as a mirror requires.

```lean
/-- The vector `q = (1/2, 0, √2)` has an irrational component, and the mirror operation
`diag(-1, 1, 1)` maps it to `q + (-1, 0, 0)`. -/
theorem isCompatible_witness :
    Irrational ((![1 / 2, 0, √2] : Fin 3 → ℝ) 2) ∧
      IsCompatible (![1 / 2, 0, √2] : Fin 3 → ℝ)
        !![-1, 0, 0; 0, 1, 0; 0, 0, 1] 1 ![-1, 0, 0] := by
  refine ⟨irrational_sqrt_two, Or.inl rfl, fun j => ?_⟩
  fin_cases j <;> norm_num [Fin.sum_univ_succ]
```

For the one-dimensional vector $q=1/2$, uniqueness fails already for the identity, because $\tfrac12=\tfrac12+0=-\tfrac12+1$. The two pairs give different block matrices, and no single-valued $\varphi$ can equal both.

```lean
/-- For the one-dimensional rational vector `q = 1/2` the identity operation is compatible
both with `e = 1`, `m = 0` and with `e = -1`, `m = 1`. -/
theorem rational_not_unique :
    IsCompatible (fun _ : Fin 1 => (1 / 2 : ℝ)) 1 1 0 ∧
      IsCompatible (fun _ : Fin 1 => (1 / 2 : ℝ)) 1 (-1) (fun _ => 1) := by
  refine ⟨isCompatible_one _, Or.inr rfl, fun j => ?_⟩
  fin_cases j
  norm_num [Matrix.one_apply]

end SuperspaceOperators
```

Not every rational vector is ambiguous. With signs $\pm1$, the difference equation above allows two pairs only if every $2q_j$ is an integer, so $q=1/3$ causes no trouble. Irrationality is a sufficient condition, and it is the one that describes an incommensurate modulation.

For structure-factor calculations with a single incommensurate modulation vector, the result means that the point part of a superspace operation can be computed from $R$ and $q$ and composed by matrix multiplication.

```lean
#print axioms SuperspaceOperators.superMatrix_mul
#print axioms SuperspaceOperators.existsUnique_superspace_representation
#print axioms SuperspaceOperators.det_superMatrix
#print axioms SuperspaceOperators.rational_not_unique
```

```
'SuperspaceOperators.superMatrix_mul' depends on axioms: [propext, Classical.choice, Quot.sound]
'SuperspaceOperators.existsUnique_superspace_representation' depends on axioms: [propext, Classical.choice, Quot.sound]
'SuperspaceOperators.det_superMatrix' depends on axioms: [propext, Classical.choice, Quot.sound]
'SuperspaceOperators.rational_not_unique' depends on axioms: [propext, Classical.choice, Quot.sound]
```
